# The overlap integral of power-law partial-wave differences in a parabolic lens between two augmentation spheres

In a projector augmented-wave (PAW) calculation each atom carries an augmentation sphere. Inside it, all-electron partial waves φᵢ replace smooth partial waves φ̃ᵢ; outside it the two coincide. Short bonds or compression can push two neighbouring spheres into each other. In the lens they share, the differences Δφᵢ = φᵢ − φ̃ᵢ of both atoms are non-zero, and the norm of the reconstructed wave function contains two-centre integrals of their products. The usual one-centre corrections, summed atom by atom, leave these out. How large are they when the overlap is small?

Suppose φᵢ and φ̃ᵢ agree at the sphere surface in value and in their first n derivatives. The difference then generally starts as the power n+1 of the depth below the surface. For pure powers with unit coefficients, spheres of equal radius R, a lens with parabolic faces and depths measured parallel to the line through the two centres, the integral is

L_n = πR ((n+1)!)² d^(2n+4) / (2n+4)!

Here d is the depth of overlap, not the interatomic distance, which is 2R − d.

```lean
import Mathlib

open scoped Nat Real

namespace PAWLensOverlap

noncomputable section
```

## The shape of the lens

A line parallel to the axis through the two centres, at distance x from it, cuts the exact lens over a length 2√(R² − x²) − 2R + d. For x much smaller than R, √(R² − x²) ≈ R − x²/(2R), so the thickness becomes

h(x) = d − x²/R

The definition `lensThickness R d x` is this function of real numbers.

```lean
/-- For `R > 0`, `d ≥ 0` and `0 ≤ x ≤ √(R d)`: thickness, at distance `x` from the axis, of the
parabolic lens that approximates the overlap, of depth `d`, of two spheres of radius `R`. Beyond the
rim the value is negative. -/
def lensThickness (R d x : ℝ) : ℝ := d - x ^ 2 / R
```

Along such a line, let z be the depth below one surface. The depth below the other is h(x) − z. If the differences are functions f and g of these depths, their overlap integral in cylindrical coordinates is

L[f,g] = ∫₀^√(Rd) 2πx ( ∫₀^h(x) f(z) g(h(x) − z) dz ) dx

```lean
/-- Integral over the lens (`R > 0`, `d ≥ 0`) of the product of two functions, `f` of the depth
below one surface and `g` of the depth below the other. -/
def lensIntegral (f g : ℝ → ℝ) (R d : ℝ) : ℝ :=
  ∫ x in (0 : ℝ)..Real.sqrt (R * d), 2 * π * x *
    (∫ z in (0 : ℝ)..lensThickness R d x, f z * g (lensThickness R d x - z))
```

The step from real partial waves to `lensIntegral` is an approximation that the hypotheses below do not justify: it replaces spherical caps by paraboloids and radial depth by depth along the axis, and it treats the angular factors as constants over the lens. This last step is unsuitable for partial waves whose angular factor vanishes on the line through the two centres, such as p waves perpendicular to the bond. The integral formulas and the upper bound hold for every R > 0 and d ≥ 0, and the strict comparison at the end for d > 0, but the geometry resembles two spheres only when d is much smaller than R. The functions are real-valued, as with real spherical harmonics.

## Integrating along the axis

For natural numbers p and q, write I(p,q) = ∫₀^h z^p (h − z)^q dz. For q = 0 this is h^(p+1)/(p+1). For the next order, differentiate a product that vanishes at both faces:

d/dz [z^(p+1) (h − z)^(q+1)] = (p+1) z^p (h − z)^(q+1) − (q+1) z^(p+1) (h − z)^q

Integrating from 0 to h makes the left side zero, hence

(p+1) I(p,q+1) = (q+1) I(p+1,q)

Each use of this relation lowers q by one and raises p by one. Induction on q therefore gives

I(p,q) = p! q! h^(p+q+1) / (p+q+1)!

The Lean induction keeps p general, because the relation calls the previous case at p+1. In the successor case, `hd` is the product derivative and the first form of `hi` is its vanishing integral. After the induction hypothesis is inserted, `linear_combination hi` completes the algebra.

```lean
/-- The integral of `z ^ p * (h - z) ^ q` over `z` from `0` to `h`. -/
theorem integral_across_layer (p q : ℕ) (h : ℝ) :
    ∫ z in (0 : ℝ)..h, z ^ p * (h - z) ^ q
      = (p ! : ℝ) * (q ! : ℝ) / ((p + q + 1)! : ℝ) * h ^ (p + q + 1) := by
  induction q generalizing p with
  | zero =>
    have hp : (p ! : ℝ) ≠ 0 := by positivity
    have hp1 : (p : ℝ) + 1 ≠ 0 := by positivity
    simp only [pow_zero, mul_one, add_zero, Nat.factorial_zero, Nat.cast_one, integral_pow,
      Nat.factorial_succ, zero_pow (by omega : p + 1 ≠ 0), sub_zero]
    push_cast
    field_simp
  | succ q ih =>
    -- integration by parts: the boundary terms vanish at both faces
    have hd : ∀ z ∈ Set.uIcc 0 h, HasDerivAt (fun z : ℝ => z ^ (p + 1) * (h - z) ^ (q + 1))
        (((p : ℝ) + 1) * (z ^ p * (h - z) ^ (q + 1))
          - ((q : ℝ) + 1) * (z ^ (p + 1) * (h - z) ^ q)) z := by
      intro z _
      have h1 := (hasDerivAt_id' z).fun_pow (p + 1)
      have h2 := ((hasDerivAt_id' z).const_sub h).fun_pow (q + 1)
      refine (h1.fun_mul h2).congr_deriv ?_
      simp only [add_tsub_cancel_right]
      push_cast
      ring
    have hi : ∫ z in (0 : ℝ)..h, (((p : ℝ) + 1) * (z ^ p * (h - z) ^ (q + 1))
          - ((q : ℝ) + 1) * (z ^ (p + 1) * (h - z) ^ q)) = 0 := by
      rw [intervalIntegral.integral_eq_sub_of_hasDerivAt hd
        (Continuous.intervalIntegrable (by fun_prop) _ _)]
      simp
    rw [intervalIntegral.integral_sub (Continuous.intervalIntegrable (by fun_prop) _ _)
      (Continuous.intervalIntegrable (by fun_prop) _ _), intervalIntegral.integral_const_mul,
      intervalIntegral.integral_const_mul, ih (p + 1),
      show p + 1 + q + 1 = p + (q + 1) + 1 by ring, Nat.factorial_succ p] at hi
    rw [Nat.factorial_succ q]
    push_cast at hi ⊢
    have hp1 : (p : ℝ) + 1 ≠ 0 := by positivity
    apply mul_left_cancel₀ hp1
    linear_combination hi
```

## Integrating over the cross-section

At the rim x = √(Rd), the thickness is d − Rd/R = 0.

```lean
/-- The lens closes at the rim, at distance `√(R d)` from the axis. -/
theorem lensThickness_rim {R d : ℝ} (hR : 0 < R) (hd : 0 ≤ d) :
    lensThickness R d (Real.sqrt (R * d)) = 0 := by
  rw [lensThickness, Real.sq_sqrt (by positivity), mul_div_cancel_left₀ _ hR.ne', sub_self]
```

Since h′(x) = −2x/R, powers of h have a simple antiderivative for the radial weight:

d/dx [−πR h(x)^(k+1)/(k+1)] = 2πx h(x)^k

The upper limit contributes nothing because h vanishes there, and on the axis h(0) = d. For every natural number k,

∫₀^√(Rd) 2πx h(x)^k dx = πR d^(k+1)/(k+1)

In the proof, `hder` is the derivative identity, and the fundamental theorem of calculus supplies the endpoint values.

```lean
/-- The `k`-th power of the thickness, integrated over the cross-section of the lens. -/
theorem integral_thickness_pow {R d : ℝ} (hR : 0 < R) (hd : 0 ≤ d) (k : ℕ) :
    ∫ x in (0 : ℝ)..Real.sqrt (R * d), 2 * π * x * lensThickness R d x ^ k
      = π * R * d ^ (k + 1) / ((k : ℝ) + 1) := by
  have hk : (k : ℝ) + 1 ≠ 0 := by positivity
  have hder : ∀ x ∈ Set.uIcc 0 (Real.sqrt (R * d)),
      HasDerivAt (fun x => -(π * R / ((k : ℝ) + 1)) * lensThickness R d x ^ (k + 1))
        (2 * π * x * lensThickness R d x ^ k) x := by
    intro x _
    have h1 : HasDerivAt (lensThickness R d) (-(2 * x / R)) x :=
      ((((hasDerivAt_id' x).fun_pow 2).div_const R).const_sub d).congr_deriv (by simp)
    refine ((h1.fun_pow (k + 1)).const_mul _).congr_deriv ?_
    rw [add_tsub_cancel_right]
    push_cast
    field_simp
  rw [intervalIntegral.integral_eq_sub_of_hasDerivAt hder
    (Continuous.intervalIntegrable (by unfold lensThickness; fun_prop) _ _),
    lensThickness_rim hR hd, zero_pow (by omega : k + 1 ≠ 0)]
  simp only [lensThickness]
  ring
```

Now insert I(p,q) for the inner integral and take k = p+q+1:

L[z^p, z^q] = p! q!/(p+q+1)! · πR d^(p+q+2)/(p+q+2) = πR p! q! d^(p+q+2)/(p+q+2)!

The orders may differ, as they do when the two atoms have partial waves matched to different numbers of derivatives. In Lean, `e` carries out the inner integral at each x, and `hf` absorbs the factor p+q+2 into the factorial.

```lean
/-- Lens integral, for `R > 0` and `d ≥ 0`, of the product of two pure powers with unit coefficient:
the `p`-th power of the depth below one surface and the `q`-th power of the depth below the other.
-/
theorem lensIntegral_pow {R d : ℝ} (hR : 0 < R) (hd : 0 ≤ d) (p q : ℕ) :
    lensIntegral (fun z => z ^ p) (fun z => z ^ q) R d
      = π * R * (p ! : ℝ) * (q ! : ℝ) * d ^ (p + q + 2) / ((p + q + 2)! : ℝ) := by
  have e : ∀ x, 2 * π * x * (∫ z in (0 : ℝ)..lensThickness R d x,
        z ^ p * (lensThickness R d x - z) ^ q)
      = (p ! : ℝ) * (q ! : ℝ) / ((p + q + 1)! : ℝ)
        * (2 * π * x * lensThickness R d x ^ (p + q + 1)) := by
    intro x
    rw [integral_across_layer]
    ring
  have hf : ((p + q + 2)! : ℝ) = ((p : ℝ) + q + 2) * ((p + q + 1)! : ℝ) := by
    rw [show p + q + 2 = (p + q + 1) + 1 from rfl, Nat.factorial_succ]
    push_cast
    ring
  simp only [lensIntegral, e]
  rw [intervalIntegral.integral_const_mul, integral_thickness_pow hR hd, hf, div_mul_div_comm]
  push_cast
  congr 1 <;> ring
```

Setting p = q = n+1 gives L_n. The theorem includes n = 0, where only the values match and the integral is πR d⁴/24. For n = 1 it is πR d⁶/180.

```lean
/-- For `R > 0` and `d ≥ 0`, partial-wave differences equal to the pure power `n + 1` of the depth
below each surface, with unit coefficient, have a lens integral proportional to `d ^ (2 n + 4)`,
with the prefactor given here. -/
theorem lensIntegral_partial_waves {R d : ℝ} (hR : 0 < R) (hd : 0 ≤ d) (n : ℕ) :
    lensIntegral (fun z => z ^ (n + 1)) (fun z => z ^ (n + 1)) R d
      = π * R * ((n + 1)! : ℝ) ^ 2 * d ^ (2 * n + 4) / ((2 * n + 4)! : ℝ) := by
  rw [lensIntegral_pow hR hd, show n + 1 + (n + 1) + 2 = 2 * n + 4 by ring]
  ring
```

## A short bond in numbers

Take two atoms with R = 1.2 bohr at a distance of 2.3 bohr, so that d = 0.1 bohr, and partial waves matched in value and slope, n = 1. The integral is

π · 1.2 · 10⁻⁶ / 180 ≈ 2.1 × 10⁻⁸ bohr⁷

If the differences are a z² and b z² throughout the lens, with a and b in bohr^(−7/2), the model's two-centre integral is this number times ab. In the squared norm of a state, the pair contributes twice the real part of this integral times one atom's coefficient and the complex conjugate of the other's, the coefficients being the projections ⟨p̃ᵢ|ψ̃⟩ of the two atoms, where ψ̃ is the smooth wave function and p̃ᵢ are the projectors. Shortening the bond to 2.2 bohr doubles d and raises the integral by a factor of 2⁶ = 64. Within the parabolic, depth-only model, the formula thus gives the power of the overlap depth with which one omitted contribution grows.

## Differences that are not pure powers

Real differences contain higher powers of the depth as well. For these an upper bound is available, provided f and g are continuous. The inner integral then depends continuously on x, because both its integrand and its upper limit do. The Lean proof applies Mathlib's theorem on integrals with a parameter and a moving endpoint.

```lean
/-- The integrand over the distance from the axis is continuous when both differences are. -/
theorem continuous_lens_integrand {f g : ℝ → ℝ} (hf : Continuous f) (hg : Continuous g)
    (R d : ℝ) : Continuous fun x => 2 * π * x *
      (∫ z in (0 : ℝ)..lensThickness R d x, f z * g (lensThickness R d x - z)) := by
  have hc : Continuous (lensThickness R d) := by unfold lensThickness; fun_prop
  refine Continuous.mul (by fun_prop) ?_
  exact intervalIntegral.continuous_parametric_intervalIntegral_of_continuous
    (f := fun x z => f z * g (lensThickness R d x - z))
    ((hf.comp continuous_snd).mul (hg.comp ((hc.comp continuous_fst).sub continuous_snd))) hc
```

Suppose that for 0 ≤ z ≤ d

|f(z)| ≤ A z^p and |g(z)| ≤ B z^q

For a smooth difference whose value and first n derivatives vanish at the surface, Taylor's theorem supplies such a bound with p = n+1; the constant A is the largest magnitude of the (n+1)-th derivative on [0,d], divided by (n+1)!.

Inside the rim, 0 ≤ h(x) ≤ d, so both depths stay in the range where the bounds apply:

|f(z) g(h − z)| ≤ AB z^p (h − z)^q

Integrating over z, multiplying by the non-negative weight 2πx and integrating over x yields

|L[f,g]| ≤ AB πR p! q! d^(p+q+2)/(p+q+2)!

The proof has the same two levels. The inequalities `h0` and `h1` confine the thickness, `hin` is the bound on the inner integral, and `integral_mono_on` compares the integrals at each level. The theorem takes A and B as given and assumes continuity on the whole real line. A difference that vanishes continuously at its surface and is zero outside satisfies that requirement there.

```lean
/-- Continuous differences bounded by `A z ^ p` and `B z ^ q` at depths `z` between `0` and `d`
have a lens integral bounded by `A B` times that of the pure powers. -/
theorem abs_lensIntegral_le {R d A B : ℝ} (hR : 0 < R) (hd : 0 ≤ d) {f g : ℝ → ℝ} {p q : ℕ}
    (hf : Continuous f) (hg : Continuous g)
    (hfA : ∀ z ∈ Set.Icc 0 d, |f z| ≤ A * z ^ p) (hgB : ∀ z ∈ Set.Icc 0 d, |g z| ≤ B * z ^ q) :
    |lensIntegral f g R d| ≤
      A * B * (π * R * (p ! : ℝ) * (q ! : ℝ) * d ^ (p + q + 2) / ((p + q + 2)! : ℝ)) := by
  rw [← lensIntegral_pow hR hd, lensIntegral, lensIntegral,
    ← intervalIntegral.integral_const_mul]
  refine (intervalIntegral.abs_integral_le_integral_abs (Real.sqrt_nonneg _)).trans ?_
  refine intervalIntegral.integral_mono_on (Real.sqrt_nonneg _)
    ((continuous_lens_integrand hf hg R d).abs.intervalIntegrable _ _)
    (((continuous_lens_integrand (continuous_pow p) (continuous_pow q) R d).const_mul
      (A * B)).intervalIntegrable _ _) ?_
  intro x hx
  -- inside the rim the thickness lies between 0 and d
  have hx2 : x ^ 2 ≤ R * d := by
    have h := pow_le_pow_left₀ hx.1 hx.2 2
    rwa [Real.sq_sqrt (by positivity)] at h
  have h0 : 0 ≤ lensThickness R d x := by
    have h : x ^ 2 / R ≤ d := by rw [div_le_iff₀ hR]; linarith
    unfold lensThickness
    linarith
  have h1 : lensThickness R d x ≤ d := by
    have h : 0 ≤ x ^ 2 / R := by positivity
    unfold lensThickness
    linarith
  have hin : |∫ z in (0 : ℝ)..lensThickness R d x, f z * g (lensThickness R d x - z)|
      ≤ A * B * ∫ z in (0 : ℝ)..lensThickness R d x, z ^ p * (lensThickness R d x - z) ^ q := by
    rw [← intervalIntegral.integral_const_mul]
    refine (intervalIntegral.abs_integral_le_integral_abs h0).trans ?_
    refine intervalIntegral.integral_mono_on h0
      (Continuous.intervalIntegrable (by fun_prop) _ _)
      (Continuous.intervalIntegrable (by fun_prop) _ _) ?_
    intro z hz
    have hA := hfA z ⟨hz.1, hz.2.trans h1⟩
    have hB := hgB (lensThickness R d x - z) ⟨by linarith [hz.2], by linarith [hz.1]⟩
    rw [abs_mul]
    refine (mul_le_mul hA hB (abs_nonneg _) ((abs_nonneg _).trans hA)).trans (le_of_eq ?_)
    ring
  have hw : 0 ≤ 2 * π * x := mul_nonneg (by positivity) hx.1
  rw [abs_mul, abs_of_nonneg hw]
  refine (mul_le_mul_of_nonneg_left hin hw).trans (le_of_eq ?_)
  ring
```

## Matching one more derivative

Dividing consecutive closed forms for d > 0 gives

L_(n+1)/L_n = d² (n+2)² / ((2n+6)(2n+5)) < d²/4

The inequality follows from 4(n+2)² = 4n² + 16n + 16, which is smaller than (2n+6)(2n+5) = 4n² + 22n + 30.

The factor has the dimension of an area because the pure powers have unit coefficients. If each difference is instead C (z/ℓ)^(n+1), with a fixed non-zero amplitude C and a fixed length ℓ, one more matched derivative on both atoms multiplies the integral by less than d²/(4ℓ²). Whether matching another derivative helps for actual partial waves also depends on how their leading coefficients change.

In Lean, `f1` and `f2` expand the factorials, `c` is the numerical inequality, and the final calculation multiplies it by a positive quantity.

```lean
/-- For `R > 0` and `d > 0`, and for pure powers of the depth with unit coefficient, raising the
exponent from `n + 1` to `n + 2` at both surfaces multiplies the lens integral by a factor smaller
than `d ^ 2 / 4`. -/
theorem lensIntegral_succ_lt {R d : ℝ} (hR : 0 < R) (hd : 0 < d) (n : ℕ) :
    lensIntegral (fun z => z ^ (n + 2)) (fun z => z ^ (n + 2)) R d
      < d ^ 2 / 4 * lensIntegral (fun z => z ^ (n + 1)) (fun z => z ^ (n + 1)) R d := by
  have f1 : ((n + 1 + 1)! : ℝ) = ((n : ℝ) + 2) * ((n + 1)! : ℝ) := by
    rw [Nat.factorial_succ (n + 1)]
    push_cast
    ring
  have f2 : ((2 * (n + 1) + 4)! : ℝ)
      = (2 * (n : ℝ) + 6) * (2 * n + 5) * ((2 * n + 4)! : ℝ) := by
    rw [show 2 * (n + 1) + 4 = (2 * n + 4) + 1 + 1 by ring, Nat.factorial_succ (2 * n + 4 + 1),
      Nat.factorial_succ (2 * n + 4)]
    push_cast
    ring
  have c : ((n : ℝ) + 2) ^ 2 / ((2 * (n : ℝ) + 6) * (2 * n + 5)) < 1 / 4 := by
    have hn : (0 : ℝ) ≤ n := Nat.cast_nonneg n
    rw [div_lt_div_iff₀ (by positivity) (by positivity)]
    nlinarith
  rw [lensIntegral_partial_waves hR hd.le (n + 1), lensIntegral_partial_waves hR hd.le n, f1, f2]
  calc _ = ((n : ℝ) + 2) ^ 2 / ((2 * (n : ℝ) + 6) * (2 * n + 5))
        * (d ^ 2 * (π * R * ((n + 1)! : ℝ) ^ 2 * d ^ (2 * n + 4)) / ((2 * n + 4)! : ℝ)) := by
        rw [div_mul_div_comm]
        congr 1
        ring
    _ < 1 / 4
        * (d ^ 2 * (π * R * ((n + 1)! : ℝ) ^ 2 * d ^ (2 * n + 4)) / ((2 * n + 4)! : ℝ)) :=
        mul_lt_mul_of_pos_right c (by positivity)
    _ = _ := by ring

end

end PAWLensOverlap
```

```lean
#print axioms PAWLensOverlap.lensIntegral_partial_waves
#print axioms PAWLensOverlap.abs_lensIntegral_le
#print axioms PAWLensOverlap.lensIntegral_succ_lt
```

```
'PAWLensOverlap.lensIntegral_partial_waves' depends on axioms: [propext, Classical.choice, Quot.sound]
'PAWLensOverlap.abs_lensIntegral_le' depends on axioms: [propext, Classical.choice, Quot.sound]
'PAWLensOverlap.lensIntegral_succ_lt' depends on axioms: [propext, Classical.choice, Quot.sound]
```

## Spheres of unequal radius

Bonded atoms of different elements usually have different sphere radii, R₁ and R₂. The two caps then contribute x²/(2R₁) and x²/(2R₂) to the thinning of the lens, so the thickness is again d − x²/R, now with

R = 2R₁R₂/(R₁ + R₂)

The same integration gives the same formulas with this harmonic mean in place of the common radius.
